# The product-law upper bound on the Ising free energy, and its stationary points

## Spins, free energies and independent sites

A finite set of Ising spins $s_i=\pm1$ has couplings $J_{ij}$, fields $h_i$ and energy

$$E(s)=-\tfrac12\sum_{i,j}J_{ij}s_is_j-\sum_i h_is_i .$$

The factor $\tfrac12$ compensates for counting each pair twice. With $k_B=1$ and inverse temperature $\beta$, the exact free energy is $F=-\beta^{-1}\log Z$, where $Z=\sum_s e^{-\beta E(s)}$. The problem is to bound $F$ using independent spins with magnetizations $m_i$, and to find where that bound is stationary in $m$.

In Lean, `ι` is the finite set of sites and a configuration is a function `ι → Bool`, which `spin` converts to $\pm1$.

```lean
import Mathlib

open Finset

namespace IsingMeanFieldBound

noncomputable section

variable {ι : Type*} [Fintype ι] [DecidableEq ι]

/-- The two values `1` and `-1` of an Ising spin. -/
def spin : Bool → ℝ
  | true => 1
  | false => -1

/-- Ising energy with couplings `J` and fields `h`. -/
def energy (J : ι → ι → ℝ) (h : ι → ℝ) (s : ι → Bool) : ℝ :=
  -(1 / 2) * ∑ i, ∑ j, J i j * spin (s i) * spin (s j) - ∑ i, h i * spin (s i)
```

The function `partition` is $Z$.

```lean
/-- The canonical partition function. -/
def partition (β : ℝ) (J : ι → ι → ℝ) (h : ι → ℝ) : ℝ :=
  ∑ s, Real.exp (-(β * energy J h s))

/-- The exact free energy, for `β ≠ 0`. -/
def freeEnergy (β : ℝ) (J : ι → ι → ℝ) (h : ι → ℝ) : ℝ :=
  -(1 / β) * Real.log (partition β J h)
```

A trial law $p$ has free energy $\mathcal F[p]=\sum_s p_s(E(s)+\beta^{-1}\log p_s)$, mean energy minus temperature times entropy. A configuration with $p_s=0$ contributes zero.

```lean
/-- Mean energy minus temperature times entropy in a trial law `p`, for `β ≠ 0`. -/
def trialFreeEnergy (β : ℝ) (J : ι → ι → ℝ) (h : ι → ℝ) (p : (ι → Bool) → ℝ) : ℝ :=
  ∑ s, p s * (energy J h s + 1 / β * Real.log (p s))
```

Independent spins have site weights $w(m_i,s_i)=(1+m_is_i)/2$ and law $p_m(s)=\prod_i w(m_i,s_i)$. The entropy of one spin is $S(x)=-\frac{1+x}2\log\frac{1+x}2-\frac{1-x}2\log\frac{1-x}2$.

```lean
/-- Probability of a spin value at a site with magnetization `x` in `[-1, 1]`. -/
def siteWeight (x : ℝ) (b : Bool) : ℝ := (1 + x * spin b) / 2

/-- The law of independent spins with magnetizations `m`. -/
def productLaw (m : ι → ℝ) (s : ι → Bool) : ℝ := ∏ i, siteWeight (m i) (s i)

/-- Entropy of one spin with magnetization `x` in `(-1, 1)`. -/
def spinEntropy (x : ℝ) : ℝ :=
  -((1 + x) / 2 * Real.log ((1 + x) / 2) + (1 - x) / 2 * Real.log ((1 - x) / 2))
```

## Positive temperature and a normalised trial law

The hypothesis `hβ` says that the temperature is positive; `hp` and `hp1` say that $p$ is a probability law. Let $q_s=e^{-\beta E(s)}/Z$ be the Gibbs law. For $p_s>0$, the inequality $\log x\le x-1$ at $x=q_s/p_s$, multiplied by $p_s$, gives

$$p_s\bigl(-\beta E(s)-\log Z-\log p_s\bigr)\le q_s-p_s .$$

For $p_s=0$ this reads $0\le q_s$. Summing over $s$, with both laws normalised, gives $-\beta\mathcal F[p]-\log Z\le0$. Division by $\beta>0$ yields $F\le\mathcal F[p]$.

In the proof, `term` is the displayed inequality, and `R` and `L` evaluate the sums of its two sides.

```lean
/-- Gibbs-Bogoliubov bound: for `β > 0`, every probability law on the spin
configurations has a trial free energy at least the exact one. -/
theorem gibbs_bogoliubov {β : ℝ} (hβ : 0 < β) (J : ι → ι → ℝ) (h : ι → ℝ)
    (p : (ι → Bool) → ℝ) (hp : ∀ s, 0 ≤ p s) (hp1 : ∑ s, p s = 1) :
    freeEnergy β J h ≤ trialFreeEnergy β J h p := by
  have hZ : 0 < partition β J h :=
    Finset.sum_pos (fun s _ => Real.exp_pos _) Finset.univ_nonempty
  -- log x ≤ x - 1, applied to the ratio of the Gibbs law and the trial law
  have term : ∀ s, p s * (-(β * energy J h s) - Real.log (partition β J h) - Real.log (p s))
      ≤ Real.exp (-(β * energy J h s)) / partition β J h - p s := by
    intro s
    rcases (hp s).eq_or_lt with h0 | h0
    · rw [← h0, zero_mul, sub_zero]
      positivity
    · have l := Real.log_le_sub_one_of_pos
        (div_pos (div_pos (Real.exp_pos (-(β * energy J h s))) hZ) h0)
      rw [Real.log_div (div_pos (Real.exp_pos _) hZ).ne' h0.ne',
        Real.log_div (Real.exp_pos _).ne' hZ.ne', Real.log_exp] at l
      refine (mul_le_mul_of_nonneg_left l h0.le).trans_eq ?_
      field_simp
  have S := Finset.sum_le_sum fun s (_ : s ∈ Finset.univ) => term s
  have R : ∑ s, (Real.exp (-(β * energy J h s)) / partition β J h - p s) = 0 := by
    rw [Finset.sum_sub_distrib, ← Finset.sum_div, hp1]
    exact sub_eq_zero.2 (div_self hZ.ne')
  have L : ∑ s, p s * (-(β * energy J h s) - Real.log (partition β J h) - Real.log (p s))
      = -β * trialFreeEnergy β J h p - Real.log (partition β J h) * ∑ s, p s := by
    rw [trialFreeEnergy, Finset.mul_sum, Finset.mul_sum, ← Finset.sum_sub_distrib]
    refine Finset.sum_congr rfl fun s _ => ?_
    have hb : β * (1 / β) = 1 := mul_one_div_cancel hβ.ne'
    linear_combination p s * Real.log (p s) * hb
  rw [R, L, hp1] at S
  have e : freeEnergy β J h = -Real.log (partition β J h) / β := by
    rw [freeEnergy]; ring
  rw [e, div_le_iff₀ hβ]
  linarith
```

For $\beta<0$ the last division reverses the bound. Normalisation matters too: for one free spin at $\beta=1$, giving both configurations weight $1/e$ yields $-2/e\approx-0.736$, below $F=-\log2\approx-0.693$.

## No self-coupling

The hypothesis `hJ0`, $J_{ii}=0$, says that no spin acts on itself. It enters when the energy is averaged. Sums over configurations factorise,

$$\sum_s p_m(s)\prod_i f_i(s_i)=\prod_i\sum_{b=\pm1}w(m_i,b)f_i(b),$$

and $\sum_b w(m_i,b)=1$, $\sum_b w(m_i,b)\,b=m_i$. Choosing the $f_i$ gives normalisation, one-site averages, and $\langle s_is_j\rangle=m_im_j$ for $i\ne j$. The next four lemmas establish these statements in that order.

```lean
/-- In a product law, the average of a product of one-site functions factorizes. -/
theorem productLaw_factorizes (m : ι → ℝ) (f : ι → Bool → ℝ) :
    ∑ s, productLaw m s * ∏ i, f i (s i) = ∏ i, ∑ b, siteWeight (m i) b * f i b := by
  have e := Finset.prod_univ_sum (fun _ : ι => (Finset.univ : Finset Bool))
    (fun i b => siteWeight (m i) b * f i b)
  rw [Fintype.piFinset_univ] at e
  rw [e]
  exact Finset.sum_congr rfl fun s _ => by rw [productLaw, Finset.prod_mul_distrib]

/-- The weights of the product law sum to one. -/
theorem productLaw_sum (m : ι → ℝ) : ∑ s, productLaw m s = 1 := by
  have e := productLaw_factorizes m (fun _ _ => 1)
  simp only [Finset.prod_const_one, mul_one] at e
  rw [e]
  exact Finset.prod_eq_one fun i _ => by
    simp only [Fintype.sum_bool, siteWeight, spin]; ring

/-- The average of a function of one spin involves only the weights of that site. -/
theorem productLaw_site (m : ι → ℝ) (i : ι) (g : Bool → ℝ) :
    ∑ s, productLaw m s * g (s i) = ∑ b, siteWeight (m i) b * g b := by
  have e := productLaw_factorizes m (fun k b => if k = i then g b else 1)
  simp only [Finset.prod_ite_eq', Finset.mem_univ, if_true] at e
  rw [e, Finset.prod_eq_single i]
  · simp only [↓reduceIte]
  · intro k _ hk
    simp only [if_neg hk, Fintype.sum_bool, siteWeight, spin]
    ring
  · intro hi
    exact absurd (Finset.mem_univ i) hi

/-- For two different sites, the product-law average of the product of their spins is the product of
their magnetizations. -/
theorem productLaw_pair (m : ι → ℝ) {i j : ι} (hij : i ≠ j) :
    ∑ s, productLaw m s * (spin (s i) * spin (s j)) = m i * m j := by
  have e := productLaw_factorizes m
    (fun k b => (if k = i then spin b else 1) * (if k = j then spin b else 1))
  have f : ∀ k, ∑ b, siteWeight (m k) b *
      ((if k = i then spin b else 1) * (if k = j then spin b else 1))
      = (if k = i then m k else 1) * (if k = j then m k else 1) := by
    intro k
    by_cases hi : k = i
    · have hj : k ≠ j := fun hj => hij (hi.symm.trans hj)
      simp only [if_pos hi, if_neg hj, Fintype.sum_bool, siteWeight, spin]
      ring
    · by_cases hj : k = j
      · simp only [if_neg hi, if_pos hj, Fintype.sum_bool, siteWeight, spin]
        ring
      · simp only [if_neg hi, if_neg hj, Fintype.sum_bool, siteWeight, spin]
        ring
  simp only [f, Finset.prod_mul_distrib, Finset.prod_ite_eq', Finset.mem_univ, if_true] at e
  exact e
```

Since $\log p_m(s)=\sum_i\log w(m_i,s_i)$ and $\langle\log w(m_i,s_i)\rangle=-S(m_i)$, the trial free energy becomes

$$\mathcal F[p_m]=-\tfrac12\sum_{i,j}J_{ij}m_im_j-\sum_ih_im_i-\frac1\beta\sum_iS(m_i).$$

The steps `A`, `B` and `C` compute the coupling, field and entropy averages; `A` uses `hJ0` for the terms $i=j$.

```lean
/-- For zero diagonal couplings and magnetizations in `(-1, 1)`, the product-law free
energy is the mean-field energy minus temperature times the sum of spin entropies. -/
theorem trialFreeEnergy_productLaw (β : ℝ) {J : ι → ι → ℝ} (h : ι → ℝ)
    (hJ0 : ∀ i, J i i = 0) {m : ι → ℝ} (hm : ∀ i, m i ∈ Set.Ioo (-1 : ℝ) 1) :
    trialFreeEnergy β J h (productLaw m) = -(1 / 2) * ∑ i, ∑ j, J i j * m i * m j
      - ∑ i, h i * m i - 1 / β * ∑ i, spinEntropy (m i) := by
  have hlog : ∀ s, Real.log (productLaw m s) = ∑ i, Real.log (siteWeight (m i) (s i)) := by
    intro s
    rw [productLaw, Real.log_prod]
    intro i _
    apply ne_of_gt
    cases s i <;> simp only [siteWeight, spin] <;> linarith [(hm i).1, (hm i).2]
  have A : ∑ s, productLaw m s * (∑ i, ∑ j, J i j * spin (s i) * spin (s j))
      = ∑ i, ∑ j, J i j * m i * m j := by
    simp_rw [Finset.mul_sum]
    rw [Finset.sum_comm]
    refine Finset.sum_congr rfl fun i _ => ?_
    rw [Finset.sum_comm]
    refine Finset.sum_congr rfl fun j _ => ?_
    by_cases hij : i = j
    · subst hij
      simp only [hJ0, zero_mul, mul_zero, Finset.sum_const_zero]
    · rw [mul_assoc (J i j) (m i), ← productLaw_pair m hij, Finset.mul_sum]
      exact Finset.sum_congr rfl fun s _ => by ring
  have B : ∑ s, productLaw m s * (∑ i, h i * spin (s i)) = ∑ i, h i * m i := by
    simp_rw [Finset.mul_sum]
    rw [Finset.sum_comm]
    refine Finset.sum_congr rfl fun i _ => ?_
    rw [productLaw_site m i (fun b => h i * spin b)]
    simp only [Fintype.sum_bool, siteWeight, spin]
    ring
  have C : ∑ s, productLaw m s * (∑ i, Real.log (siteWeight (m i) (s i)))
      = -∑ i, spinEntropy (m i) := by
    simp_rw [Finset.mul_sum]
    rw [Finset.sum_comm, ← Finset.sum_neg_distrib]
    refine Finset.sum_congr rfl fun i _ => ?_
    rw [productLaw_site m i (fun b => Real.log (siteWeight (m i) b))]
    simp only [Fintype.sum_bool, siteWeight, spin, spinEntropy, mul_neg, mul_one,
      ← sub_eq_add_neg, neg_neg]
  have D : trialFreeEnergy β J h (productLaw m)
      = -(1 / 2) * ∑ s, productLaw m s * (∑ i, ∑ j, J i j * spin (s i) * spin (s j))
        - ∑ s, productLaw m s * (∑ i, h i * spin (s i))
        + 1 / β * ∑ s, productLaw m s * (∑ i, Real.log (siteWeight (m i) (s i))) := by
    rw [trialFreeEnergy, Finset.mul_sum, Finset.mul_sum, ← Finset.sum_sub_distrib,
      ← Finset.sum_add_distrib]
    exact Finset.sum_congr rfl fun s _ => by rw [hlog, energy]; ring
  rw [D, A, B, C]
  ring
```

With a self-coupling, $s_i^2=1$ makes the diagonal energy a constant, whereas the formula would contain $J_{ii}m_i^2$. The bound $F\le\mathcal F[p_m]$ survives for the true average, but self-consistency equations derived from the formula would acquire a spurious term $J_{ii}m_i$.

## Partially polarised sites

The hypothesis `hm`, $-1<m_i<1$, says that both orientations have positive probability at every site. All logarithms are then finite, and $x=\tanh y$ can be inverted:

$$x=\tanh y\iff(1+x)e^{-y}=(1-x)e^y\iff y=\tfrac12\bigl[\log(1+x)-\log(1-x)\bigr].$$

The lemma takes logarithms in one direction and exponentials in the other.

```lean
/-- For `x` in `(-1, 1)`, the equation `x = tanh y` is solved for `y` by logarithms. -/
theorem eq_tanh_iff {x : ℝ} (hx : x ∈ Set.Ioo (-1 : ℝ) 1) (y : ℝ) :
    x = Real.tanh y ↔ (Real.log (1 + x) - Real.log (1 - x)) / 2 = y := by
  have h1 : 0 < 1 + x := by linarith [hx.1]
  have h2 : 0 < 1 - x := by linarith [hx.2]
  rw [Real.tanh_eq_sinh_div_cosh, eq_div_iff (Real.cosh_pos y).ne', Real.sinh_eq, Real.cosh_eq]
  constructor
  · intro h
    have e : (1 + x) * Real.exp (-y) = (1 - x) * Real.exp y := by linear_combination 2 * h
    have l := congrArg Real.log e
    rw [Real.log_mul h1.ne' (Real.exp_ne_zero _), Real.log_mul h2.ne' (Real.exp_ne_zero _),
      Real.log_exp, Real.log_exp] at l
    linarith
  · intro h
    have e : Real.exp (Real.log (1 + x) + -y) = Real.exp (Real.log (1 - x) + y) :=
      congrArg Real.exp (by linarith)
    rw [Real.exp_add, Real.exp_add, Real.exp_log h1, Real.exp_log h2] at e
    linear_combination e / 2
```

At $m_i=\pm1$ the product law is still a probability law, so the bound persists; but the entropy slope diverges as this value is approached from inside, and no finite field gives $\tanh y=\pm1$.

## Reciprocal couplings

The hypothesis `hJ`, $J_{ij}=J_{ji}$, makes the local field $h_i+\sum_jJ_{ij}m_j$, which enters the self-consistency equations of the next section, agree with the energy. Differentiating the quadratic term gives $-\frac12\sum_j(J_{ij}+J_{ji})m_j$, which symmetry reduces to $-\sum_jJ_{ij}m_j$. Since $S'(x)=-\frac12[\log(1+x)-\log(1-x)]$,

$$\frac{\partial\mathcal F[p_m]}{\partial m_i}=\frac{\log(1+m_i)-\log(1-m_i)}{2\beta}-h_i-\sum_jJ_{ij}m_j .$$

Here `hS` differentiates the entropy, `near` shows that points close to $m$ keep every magnetization in $(-1,1)$, where the closed formula holds, and `sym` equates the two halves of the quadratic derivative.

```lean
/-- Gradient of the product-law free energy in the magnetizations, for symmetric
couplings with zero diagonal and magnetizations in `(-1, 1)`. -/
theorem hasFDerivAt_productLaw (β : ℝ) {J : ι → ι → ℝ} (h : ι → ℝ)
    (hJ : ∀ i j, J i j = J j i) (hJ0 : ∀ i, J i i = 0)
    {m : ι → ℝ} (hm : ∀ i, m i ∈ Set.Ioo (-1 : ℝ) 1) :
    HasFDerivAt (fun x : ι → ℝ => trialFreeEnergy β J h (productLaw x))
      (∑ i, ((Real.log (1 + m i) - Real.log (1 - m i)) / 2 / β - (h i + ∑ j, J i j * m j)) •
        (ContinuousLinearMap.proj i : (ι → ℝ) →L[ℝ] ℝ)) m := by
  have hp : ∀ i, HasFDerivAt (fun x : ι → ℝ => x i)
      (ContinuousLinearMap.proj i : (ι → ℝ) →L[ℝ] ℝ) m := fun i => hasFDerivAt_apply i m
  have hS : ∀ i, HasDerivAt spinEntropy
      (-((Real.log (1 + m i) - Real.log (1 - m i)) / 2)) (m i) := by
    intro i
    have h1 : 1 + m i ≠ 0 := by linarith [(hm i).1]
    have h2 : 1 - m i ≠ 0 := by linarith [(hm i).2]
    have a : HasDerivAt (fun y : ℝ => (1 + y) / 2) (1 / 2) (m i) :=
      ((hasDerivAt_id' (m i)).const_add 1).div_const 2
    have b : HasDerivAt (fun y : ℝ => (1 - y) / 2) (-1 / 2) (m i) :=
      ((hasDerivAt_id' (m i)).const_sub 1).div_const 2
    have e1 : (1 + m i) / 2 * (1 / 2 / ((1 + m i) / 2)) = 1 / 2 := by field_simp
    have e2 : (1 - m i) / 2 * (-1 / 2 / ((1 - m i) / 2)) = -1 / 2 := by field_simp
    refine ((a.fun_mul (a.log (div_ne_zero h1 two_ne_zero))).fun_add
      (b.fun_mul (b.log (div_ne_zero h2 two_ne_zero)))).fun_neg.congr_deriv ?_
    rw [e1, e2, Real.log_div h1 two_ne_zero, Real.log_div h2 two_ne_zero]
    ring
  have hQ : ∀ i j, HasFDerivAt (fun x : ι → ℝ => J i j * x i * x j)
      ((J i j * m i) • (ContinuousLinearMap.proj j : (ι → ℝ) →L[ℝ] ℝ)
        + m j • (J i j • (ContinuousLinearMap.proj i : (ι → ℝ) →L[ℝ] ℝ))) m :=
    fun i j => ((hp i).const_mul (J i j)).mul (hp j)
  have q := HasFDerivAt.fun_sum (u := Finset.univ) fun i _ =>
    HasFDerivAt.fun_sum (u := Finset.univ) fun j _ => hQ i j
  have l := HasFDerivAt.fun_sum (u := Finset.univ) fun i _ => (hp i).const_mul (h i)
  have t := HasFDerivAt.fun_sum (u := Finset.univ) fun i _ => (hS i).comp_hasFDerivAt m (hp i)
  -- points near m have all coordinates in (-1, 1)
  have near : ∀ᶠ x in nhds m, ∀ i, x i ∈ Set.Ioo (-1 : ℝ) 1 :=
    Filter.eventually_all.2 fun i =>
      (continuous_apply i).continuousAt.preimage_mem_nhds (Ioo_mem_nhds (hm i).1 (hm i).2)
  refine ((((q.const_mul (-(1 / 2))).sub l).sub (t.const_mul (1 / β))).congr_of_eventuallyEq
    (near.mono fun x hx => trialFreeEnergy_productLaw β h hJ0 hx)).congr_fderiv ?_
  refine ContinuousLinearMap.ext fun v => ?_
  simp only [sub_apply, smul_apply,
    _root_.sum_apply, add_apply,
    ContinuousLinearMap.proj_apply, smul_eq_mul, Finset.sum_add_distrib]
  -- symmetry of J makes the two halves of the quadratic term's derivative equal
  have sym : ∑ i, ∑ j, J i j * m i * v j = ∑ i, ∑ j, m j * (J i j * v i) := by
    rw [Finset.sum_comm]
    exact Finset.sum_congr rfl fun i _ => Finset.sum_congr rfl fun j _ => by
      rw [hJ j i]; ring
  rw [sym, ← two_mul, ← mul_assoc, Finset.mul_sum, Finset.mul_sum,
    ← Finset.sum_sub_distrib, ← Finset.sum_sub_distrib]
  refine Finset.sum_congr rfl fun i _ => ?_
  have r : ∑ j, m j * (J i j * v i) = (∑ j, J i j * m j) * v i := by
    rw [Finset.sum_mul]
    exact Finset.sum_congr rfl fun j _ => by ring
  rw [r]
  ring
```

Without symmetry the bound still holds, but the gradient contains $(J_{ij}+J_{ji})/2$, so self-consistency equations written with $J_{ij}$ alone can miss its zeros.

## The bound and the self-consistency equations together

Under these hypotheses $F\le\mathcal F[p_m]$, and the derivative at $m$ is zero exactly when

$$m_i=\tanh\Bigl(\beta\bigl(h_i+\sum_jJ_{ij}m_j\bigr)\Bigr)\quad\text{for every }i.$$

In Lean, stationarity is `HasFDerivAt` with derivative `0`. The proof applies a vanishing derivative to each coordinate direction `Pi.single i 1` and then uses the tanh inversion; conversely, the equations make every gradient coefficient zero.

```lean
/-- For `β > 0`, symmetric couplings with zero diagonal and magnetizations in `(-1, 1)`,
the product-law free energy bounds the exact one above, and it is stationary exactly
when the magnetizations solve the mean-field equations. -/
theorem meanField_bound_and_stationarity {β : ℝ} (hβ : 0 < β) {J : ι → ι → ℝ} (h : ι → ℝ)
    (hJ : ∀ i j, J i j = J j i) (hJ0 : ∀ i, J i i = 0)
    {m : ι → ℝ} (hm : ∀ i, m i ∈ Set.Ioo (-1 : ℝ) 1) :
    freeEnergy β J h ≤ trialFreeEnergy β J h (productLaw m) ∧
    (HasFDerivAt (fun x : ι → ℝ => trialFreeEnergy β J h (productLaw x))
        (0 : (ι → ℝ) →L[ℝ] ℝ) m ↔
      ∀ i, m i = Real.tanh (β * (h i + ∑ j, J i j * m j))) := by
  have grad := hasFDerivAt_productLaw β h hJ hJ0 hm
  have comp : ∀ i, m i = Real.tanh (β * (h i + ∑ j, J i j * m j)) ↔
      (Real.log (1 + m i) - Real.log (1 - m i)) / 2 / β - (h i + ∑ j, J i j * m j) = 0 := by
    intro i
    rw [eq_tanh_iff (hm i), sub_eq_zero, div_eq_iff hβ.ne', mul_comm β]
  refine ⟨gibbs_bogoliubov hβ J h _ (fun s => Finset.prod_nonneg fun i _ => ?_)
    (productLaw_sum m), fun h0 i => ?_, fun hmf => ?_⟩
  · cases s i <;> simp only [siteWeight, spin] <;> linarith [(hm i).1, (hm i).2]
  · -- test the vanishing derivative on the i-th coordinate direction
    have e := DFunLike.congr_fun (grad.unique h0) (Pi.single i 1)
    simp only [_root_.sum_apply, smul_apply,
      ContinuousLinearMap.proj_apply, smul_eq_mul, Pi.single_apply, mul_ite, mul_one, mul_zero,
      Finset.sum_ite_eq', Finset.mem_univ, if_true, zero_apply] at e
    exact (comp i).2 e
  · exact grad.congr_fderiv (Finset.sum_eq_zero fun i _ => by
      rw [(comp i).1 (hmf i), zero_smul])

end

end IsingMeanFieldBound
```

```lean
#print axioms IsingMeanFieldBound.trialFreeEnergy_productLaw
-- 'IsingMeanFieldBound.trialFreeEnergy_productLaw' depends on axioms: [propext, Classical.choice, Quot.sound]
#print axioms IsingMeanFieldBound.meanField_bound_and_stationarity
-- 'IsingMeanFieldBound.meanField_bound_and_stationarity' depends on axioms: [propext, Classical.choice, Quot.sound]
```

With at least one site, a stationary point may be a local minimum or a saddle but not a local maximum, because for $J_{ii}=0$ the second derivative in each $m_i$ is $1/(\beta(1-m_i^2))>0$. The theorem does not select among several solutions. For a finite classical Ising model, a simulated free energy should lie at or below every product-law value, up to its statistical and systematic errors. Applying the result to a real magnet requires the further step of representing the material by finitely many two-state spins with fixed pair couplings.
